# For n ≥ 1 unit vectors in C^D with pairwise overlaps of modulus at most ε, n ≤ D(1 + (n − 1)ε²)

## Can a small overlap make room for many more states?

I want to count how many nearly orthogonal pure states fit into a D-dimensional quantum system, and for that I describe each state by a unit vector v_i in C^D and call the set nearly orthogonal when |⟨v_i, v_j⟩| ≤ ε for all i ≠ j. With ε = 0 the answer is at most D, because orthogonal unit vectors are linearly independent. That argument is lost once I allow some overlap. A qubit already holds three states with pairwise overlaps of modulus 1/2, although D = 2. If ε is small but not zero, does the dimension still limit the number of states, or can I go on adding vectors?

## The rank of the overlap matrix sets the limit

Your choice of unit vectors is the one used here. Their phases don't matter, since only moduli of overlaps enter, and ε² bounds the probability that one state passes a projective test for another. For n ≥ 1 such vectors,

n ≤ D(1 + (n − 1)ε²).

Collecting the terms in n gives n(1 − Dε²) ≤ D(1 − ε²). If Dε² < 1, this is a ceiling:

n ≤ D(1 − ε²)/(1 − Dε²).

If Dε² ≥ 1, the inequality holds for every n ≥ 1 and so limits nothing. The bound therefore restricts you only as long as ε is below 1/√D. For 1/√D ≤ ε < 1 you still can't go on adding vectors for ever: any two of them are at least √(2 − 2ε) apart, and the unit sphere of C^D has room for only finitely many such vectors. This bound just doesn't say how many. The ceiling solved for n and the remark on distances are not part of the Lean code, whose theorem has n on both sides.

The source of the bound is an inequality for Hermitian matrices. Let A be Hermitian with eigenvalues λ_i, and let S be the set of indices with λ_i ≠ 0. Diagonalising A gives

Tr A = Σ_{i∈S} λ_i,

Tr A² = Σ_{i∈S} λ_i²,

and rank(A) is the number of elements of S. Now expand the squared differences of the nonzero eigenvalues:

Σ_{i,j∈S} (λ_i − λ_j)² = Σ_{i,j∈S} (λ_i² − 2λ_iλ_j + λ_j²)

= 2 rank(A) Σ_{i∈S} λ_i² − 2 (Σ_{i∈S} λ_i)²

= 2 [rank(A) Tr A² − (Tr A)²].

The left side is a sum of squares, so

(Tr A)² ≤ rank(A) Tr A²,

with equality exactly when all nonzero eigenvalues are equal. The zero matrix needs no exception, since both sides are then zero.

Apply this to the overlap matrix G with entries G_ij = ⟨v_i, v_j⟩. It is Hermitian, and its trace is n because the vectors are normalised. If V is the D × n matrix whose columns are the v_j, then G = V†V, so rank(G) ≤ D. Since G_ji is the complex conjugate of G_ij,

Tr G² = Σ_{i,j} G_ij G_ji = Σ_{i,j} |⟨v_i, v_j⟩|².

Hence

n² ≤ D Σ_{i,j} |⟨v_i, v_j⟩|².

For fixed i, the sum over j has one diagonal term equal to 1 and n − 1 terms of at most ε². The double sum is therefore at most n(1 + (n − 1)ε²), and

n² ≤ D n (1 + (n − 1)ε²).

Dividing by n > 0 gives the bound.

Your qubit example reaches it. The three trine states are

v_0 = (1, 0), v_1 = (−1/2, √3/2), v_2 = (−1/2, −√3/2).

Any two different states among them have overlap −1/2, and 2(1 + 2 · 1/4) = 3. The eigenvalues of their overlap matrix are 3/2, 3/2 and 0, which is the equality case of the trace inequality.

In the Lean code, a family of states is a function `v : Fin n → Fin D → ℂ`, so `v i k` is component k of state i, with both indices counted from 0. The expression `star (v i) ⬝ᵥ v j` is ⟨v_i, v_j⟩, conjugate-linear in the first argument. The matrix with these entries is `overlapMatrix`, often called the Gram matrix. Traces of complex matrices are complex numbers in Lean, so the inequalities use their real parts, written `.re`. For Hermitian A, both Tr A and Tr A² are real and nothing is lost.

The theorem `sq_trace_le_rank_mul_trace_sq` is the trace inequality for every finite Hermitian matrix, and `sq_trace_eq_iff` is its equality case. In `nearly_orthogonal_bound`, the hypothesis `hn` says that there is at least one state, `hv` that every state is normalised, and `hε` that any two states with different indices overlap by at most ε in modulus, so a repeated state counts as an overlap of 1. The conclusion is the displayed bound, with n and D read as real numbers. It is a necessary condition, and does not promise that a set of the permitted size exists. The last theorem, `nearly_orthogonal_bound_witness`, records the normalisation and overlaps of the trine states together with the numerical equality.

One step is left to the physicist: deciding that the states a device prepares are pure and lie in a space of a definite dimension D. Leakage into further levels changes D, and mixed preparations are not single vectors.

For pure states in a D-dimensional space, the bound restricts the size of a signal alphabet whose pairwise overlaps have modulus at most some ε < 1/√D. For a density matrix ρ of finite size, the trace inequality says that the purity Tr ρ² is at least 1/rank(ρ).

```lean
import Mathlib

open Matrix

namespace NearlyOrthogonalStates

noncomputable section

variable {m : Type*} [Fintype m] [DecidableEq m]

/-- The sum of all squared differences in a finite family of real numbers is twice the
deficit in the Cauchy-Schwarz inequality between its sum and its sum of squares. -/
theorem sum_sq_differences {ι : Type*} (s : Finset ι) (f : ι → ℝ) :
    ∑ i ∈ s, ∑ j ∈ s, (f i - f j) ^ 2
      = 2 * ((s.card : ℝ) * ∑ i ∈ s, f i ^ 2 - (∑ i ∈ s, f i) ^ 2) := by
  have inner_sum : ∀ i, ∑ j ∈ s, (f i - f j) ^ 2
      = (s.card : ℝ) * f i ^ 2 - 2 * f i * ∑ j ∈ s, f j + ∑ j ∈ s, f j ^ 2 := by
    intro i
    simp only [sub_sq, Finset.sum_add_distrib, Finset.sum_sub_distrib, Finset.sum_const,
      nsmul_eq_mul, Finset.mul_sum]
  simp only [inner_sum, Finset.sum_add_distrib, Finset.sum_sub_distrib, Finset.sum_const,
    nsmul_eq_mul, ← Finset.sum_mul, ← Finset.mul_sum]
  ring

/-- For a Hermitian matrix, the trace of the square is the sum of the squared eigenvalues. -/
theorem trace_sq_eq_sum_eigenvalues {A : Matrix m m ℂ} (hA : A.IsHermitian) :
    (A * A).trace = ∑ i, ((hA.eigenvalues i ^ 2 : ℝ) : ℂ) := by
  -- the trace of the square does not change under a unitary change of basis
  have key : ∀ U D : Matrix m m ℂ, star U * U = 1 → A = U * D * star U →
      (A * A).trace = (D * D).trace := by
    intro U D hU h
    have hsq : A * A = U * (D * D) * star U := by
      calc A * A = U * D * (star U * U) * D * star U := by
            rw [h]; simp only [Matrix.mul_assoc]
        _ = U * (D * D) * star U := by
            rw [hU]; simp only [Matrix.mul_one, Matrix.mul_assoc]
    rw [hsq, Matrix.trace_mul_comm, ← Matrix.mul_assoc, hU, Matrix.one_mul]
  have hspec : A = (hA.eigenvectorUnitary : Matrix m m ℂ)
      * Matrix.diagonal (fun i => (hA.eigenvalues i : ℂ))
      * star (hA.eigenvectorUnitary : Matrix m m ℂ) := by
    have h := hA.spectral_theorem
    rw [Unitary.conjStarAlgAut_apply] at h
    exact h
  rw [key _ _ (Matrix.mem_unitaryGroup_iff'.1 hA.eigenvectorUnitary.2) hspec]
  simp [Matrix.diagonal_mul_diagonal, Matrix.trace_diagonal, pow_two]

/-- For a Hermitian matrix, twice the difference between rank(A) Tr(A²) and (Tr A)² is the
sum of squared differences of the nonzero eigenvalues. -/
theorem eigenvalue_spread {A : Matrix m m ℂ} (hA : A.IsHermitian) :
    ∑ i with hA.eigenvalues i ≠ 0, ∑ j with hA.eigenvalues j ≠ 0,
        (hA.eigenvalues i - hA.eigenvalues j) ^ 2
      = 2 * ((A.rank : ℝ) * (A * A).trace.re - A.trace.re ^ 2) := by
  have htr : A.trace = ∑ i, (hA.eigenvalues i : ℂ) := hA.trace_eq_sum_eigenvalues
  -- zero eigenvalues contribute to neither trace
  have h1 : ∑ i with hA.eigenvalues i ≠ 0, hA.eigenvalues i = A.trace.re := by
    rw [htr, Complex.re_sum, Finset.sum_filter_of_ne (fun i _ h => h)]
    simp only [Complex.ofReal_re]
  have h2 : ∑ i with hA.eigenvalues i ≠ 0, hA.eigenvalues i ^ 2 = (A * A).trace.re := by
    have hf : ∑ i with hA.eigenvalues i ≠ 0, hA.eigenvalues i ^ 2
        = ∑ i, hA.eigenvalues i ^ 2 :=
      Finset.sum_filter_of_ne fun i _ h h0 => h (by simp [h0])
    rw [trace_sq_eq_sum_eigenvalues hA, Complex.re_sum, hf]
    simp only [Complex.ofReal_re]
  rw [sum_sq_differences, h1, h2, hA.rank_eq_card_non_zero_eigs, Fintype.card_subtype]

/-- Every Hermitian matrix satisfies (Tr A)² ≤ rank(A) Tr(A²). -/
theorem sq_trace_le_rank_mul_trace_sq {A : Matrix m m ℂ} (hA : A.IsHermitian) :
    A.trace.re ^ 2 ≤ (A.rank : ℝ) * (A * A).trace.re := by
  have h := eigenvalue_spread hA
  have h0 : 0 ≤ ∑ i with hA.eigenvalues i ≠ 0, ∑ j with hA.eigenvalues j ≠ 0,
      (hA.eigenvalues i - hA.eigenvalues j) ^ 2 :=
    Finset.sum_nonneg fun i _ => Finset.sum_nonneg fun j _ => sq_nonneg _
  linarith

/-- For a Hermitian matrix, (Tr A)² = rank(A) Tr(A²) holds exactly when all nonzero
eigenvalues are equal. -/
theorem sq_trace_eq_iff {A : Matrix m m ℂ} (hA : A.IsHermitian) :
    A.trace.re ^ 2 = (A.rank : ℝ) * (A * A).trace.re ↔
      ∀ i j, hA.eigenvalues i ≠ 0 → hA.eigenvalues j ≠ 0 →
        hA.eigenvalues i = hA.eigenvalues j := by
  have h := eigenvalue_spread hA
  constructor
  · intro heq i j hi hj
    rw [heq, sub_self, mul_zero] at h
    -- a vanishing sum of squares has vanishing terms
    have h1 := (Finset.sum_eq_zero_iff_of_nonneg
      (fun i _ => Finset.sum_nonneg fun j _ => sq_nonneg _)).1 h i (by simp [hi])
    have h2 := (Finset.sum_eq_zero_iff_of_nonneg
      (fun j _ => sq_nonneg _)).1 h1 j (by simp [hj])
    exact sub_eq_zero.1 (pow_eq_zero_iff two_ne_zero |>.1 h2)
  · intro hall
    rw [Finset.sum_eq_zero] at h
    · linarith
    · intro i hi
      refine Finset.sum_eq_zero fun j hj => ?_
      rw [hall i j (Finset.mem_filter.1 hi).2 (Finset.mem_filter.1 hj).2]
      ring

/-- The matrix of overlaps ⟨v_i, v_j⟩ of n vectors in C^D. -/
def overlapMatrix {n D : ℕ} (v : Fin n → Fin D → ℂ) : Matrix (Fin n) (Fin n) ℂ :=
  Matrix.of fun i j => star (v i) ⬝ᵥ v j

/-- For n unit vectors in C^D, n² is at most D times the sum of |⟨v_i, v_j⟩|² over all ordered pairs
of indices, including i = j. -/
theorem sq_card_le_dim_mul_sum_overlaps {n D : ℕ} (v : Fin n → Fin D → ℂ)
    (hv : ∀ i, star (v i) ⬝ᵥ v i = 1) :
    (n : ℝ) ^ 2 ≤ D * ∑ i, ∑ j, ‖star (v i) ⬝ᵥ v j‖ ^ 2 := by
  have hG : (overlapMatrix v).IsHermitian := by
    apply Matrix.IsHermitian.ext
    intro i j
    simp [overlapMatrix, dotProduct, mul_comm]
  have htr : (overlapMatrix v).trace.re = n := by
    simp [Matrix.trace, overlapMatrix, hv]
  have hsq : (overlapMatrix v * overlapMatrix v).trace.re
      = ∑ i, ∑ j, ‖star (v i) ⬝ᵥ v j‖ ^ 2 := by
    simp only [Matrix.trace, Matrix.diag_apply, Matrix.mul_apply, Complex.re_sum]
    refine Finset.sum_congr rfl fun i _ => Finset.sum_congr rfl fun j _ => ?_
    have h : overlapMatrix v j i = (starRingEnd ℂ) (overlapMatrix v i j) :=
      (hG.apply j i).symm
    rw [h, Complex.mul_conj, Complex.ofReal_re, Complex.normSq_eq_norm_sq]
    rfl
  -- the overlap matrix factors through C^D
  have hrank : (overlapMatrix v).rank ≤ D := by
    have hfac : overlapMatrix v = (Matrix.of fun i k => star (v i k) : Matrix (Fin n) (Fin D) ℂ)
        * (Matrix.of fun k j => v j k : Matrix (Fin D) (Fin n) ℂ) := by
      ext i j
      simp [overlapMatrix, Matrix.mul_apply, dotProduct]
    rw [hfac]
    refine (Matrix.rank_mul_le_left _ _).trans ((Matrix.rank_le_card_width _).trans ?_)
    rw [Fintype.card_fin]
  have h := sq_trace_le_rank_mul_trace_sq hG
  rw [htr, hsq] at h
  refine h.trans (mul_le_mul_of_nonneg_right (by exact_mod_cast hrank) ?_)
  positivity

/-- If n ≥ 1 unit vectors in C^D have overlaps of modulus at most ε whenever i ≠ j, then n ≤ D(1 +
(n - 1)ε²). -/
theorem nearly_orthogonal_bound {n D : ℕ} (hn : 0 < n) (v : Fin n → Fin D → ℂ) (ε : ℝ)
    (hv : ∀ i, star (v i) ⬝ᵥ v i = 1)
    (hε : ∀ i j, i ≠ j → ‖star (v i) ⬝ᵥ v j‖ ≤ ε) :
    (n : ℝ) ≤ D * (1 + (n - 1) * ε ^ 2) := by
  -- each row has one diagonal term and n - 1 small ones
  have hrow : ∀ i, ∑ j, ‖star (v i) ⬝ᵥ v j‖ ^ 2 ≤ 1 + ((n : ℝ) - 1) * ε ^ 2 := by
    intro i
    calc ∑ j, ‖star (v i) ⬝ᵥ v j‖ ^ 2
        ≤ ∑ j, (ε ^ 2 + if i = j then 1 - ε ^ 2 else 0) := by
          refine Finset.sum_le_sum fun j _ => ?_
          by_cases hij : i = j
          · rw [if_pos hij, ← hij, hv i, norm_one]
            linarith
          · rw [if_neg hij, add_zero]
            exact pow_le_pow_left₀ (norm_nonneg _) (hε i j hij) 2
      _ = 1 + ((n : ℝ) - 1) * ε ^ 2 := by
          simp only [Finset.sum_add_distrib, Finset.sum_const, Finset.sum_ite_eq,
            Finset.mem_univ, if_true, Finset.card_univ, Fintype.card_fin, nsmul_eq_mul]
          ring
  have hsum : ∑ i, ∑ j, ‖star (v i) ⬝ᵥ v j‖ ^ 2 ≤ n * (1 + ((n : ℝ) - 1) * ε ^ 2) := by
    refine (Finset.sum_le_sum fun i _ => hrow i).trans (le_of_eq ?_)
    simp only [Finset.sum_const, Finset.card_univ, Fintype.card_fin, nsmul_eq_mul]
  have h := (sq_card_le_dim_mul_sum_overlaps v hv).trans
    (mul_le_mul_of_nonneg_left hsum (Nat.cast_nonneg D))
  have hn' : (0 : ℝ) < n := by exact_mod_cast hn
  refine le_of_mul_le_mul_left ?_ hn'
  linarith


/-- The three trine states in C²: real unit vectors at mutual angles of 120 degrees. -/
def trine : Fin 3 → Fin 2 → ℂ :=
  ![![1, 0], ![-1 / 2, (√3 : ℝ) / 2], ![-1 / 2, -(√3 : ℝ) / 2]]

/-- Each trine state has overlap 1 with itself and -1/2 with each of the others. -/
theorem trine_overlap (i j : Fin 3) :
    star (trine i) ⬝ᵥ trine j = if i = j then 1 else -1 / 2 := by
  have h : ((√3 : ℝ) : ℂ) ^ 2 = 3 := by
    rw [← Complex.ofReal_pow, Real.sq_sqrt (by norm_num)]
    norm_num
  have h2 : (starRingEnd ℂ) 2 = 2 := map_ofNat (starRingEnd ℂ) 2
  fin_cases i <;> fin_cases j <;> simp [trine, dotProduct, Fin.sum_univ_two, h2] <;>
    ring_nf <;> rw [h] <;> norm_num

/-- The trine states are unit vectors, any two different ones have overlap of modulus 1/2, and n =
D(1 + (n - 1)ε²) holds for n = 3, D = 2, ε = 1/2. -/
theorem nearly_orthogonal_bound_witness :
    (∀ i, star (trine i) ⬝ᵥ trine i = 1) ∧
    (∀ i j, i ≠ j → ‖star (trine i) ⬝ᵥ trine j‖ = 1 / 2) ∧
    (3 : ℝ) = 2 * (1 + (3 - 1) * (1 / 2) ^ 2) := by
  refine ⟨fun i => ?_, fun i j hij => ?_, by norm_num⟩
  · rw [trine_overlap, if_pos rfl]
  · rw [trine_overlap, if_neg hij]
    norm_num

end

end NearlyOrthogonalStates
```

```lean
#print axioms NearlyOrthogonalStates.sq_trace_eq_iff
#print axioms NearlyOrthogonalStates.nearly_orthogonal_bound
```

```
'NearlyOrthogonalStates.sq_trace_eq_iff' depends on axioms: [propext, Classical.choice, Quot.sound]
'NearlyOrthogonalStates.nearly_orthogonal_bound' depends on axioms: [propext, Classical.choice, Quot.sound]
```

The proof follows the same route as the derivation. `sum_sq_differences` is the expansion of the squared differences for any finite family of real numbers: it carries out the inner sum first, then the outer one, and `ring` collects the terms.

`trace_sq_eq_sum_eigenvalues` obtains Tr A² from the spectral theorem. Its local statement `key` writes A = U D U† with U†U = 1, so that A² = U D² U†, and the cyclic property of the trace removes U. In that lemma the letter `D` stands for a matrix, which is then taken to be the diagonal matrix of eigenvalues; everywhere else it is the dimension.

`eigenvalue_spread` joins these two results into the identity for rank(A) Tr A² − (Tr A)². The inequality follows because a sum of squares is nonnegative. For the equality case, a vanishing sum of nonnegative terms forces each term to vanish, first in the outer sum and then in the inner one.

The Mathlib result that deserves a closer look is `rank_eq_card_non_zero_eigs`, used in `eigenvalue_spread`. Rank is defined through the dimension of the range of a linear map, whereas the Cauchy-Schwarz argument needs the number of terms in a sum. This lemma identifies the two for a Hermitian matrix: the rank is the number of indices whose eigenvalue is nonzero, with repeated eigenvalues counted separately. Because `sum_sq_differences` was stated for an arbitrary finite set `s`, it can be applied to exactly those indices, and its `s.card` becomes the rank. Summing over all indices instead would put the full matrix size in place of the rank. For the overlap matrix that size is n, and the dimension D would never enter. The two traces are unaffected by the restriction, since zero eigenvalues add nothing to them; `Finset.sum_filter_of_ne` supplies this step.

In `sq_card_le_dim_mul_sum_overlaps`, the four facts `hG`, `htr`, `hsq` and `hrank` are the Hermiticity of G, its trace n, the formula for Tr G² and the rank bound from the factorisation through C^D. The main theorem then bounds each row in `hrow`. It writes the bound on each term as ε², plus a correction 1 − ε² when i = j, so that the row sum is nε² + 1 − ε² = 1 + (n − 1)ε². Summing over the rows and cancelling the positive factor n finishes the argument. For the trine states, `trine_overlap` checks all nine pairs of indices using (√3)² = 3.

Hermiticity matters for the trace inequality. Take the real 2 × 2 matrix with rows (1, 1) and (−1, 1). It commutes with its adjoint, so it is normal, and it has rank 2 and trace 2. Its square has rows (0, 2) and (−2, 0), hence trace 0, and the inequality would read 4 ≤ 0. Normality is thus not enough. The eigenvalues here are 1 + i and 1 − i, whose squares cancel, while the squares of real eigenvalues cannot be negative. The overlap matrix is always Hermitian, so this failure does not arise for your states.
